# Orthogonality selects one regular solution of the energy-derivative radial equation

Let $V$ be continuous on $[0,R]$ with $R>0$, let $u''=(V-E)u$ with $u(0)=0$ and $u'(0)\neq0$, and let $w$ satisfy $-w''+(V-E)w=u$ with $w(0)=0$. Then the solutions of this sourced equation that vanish at the origin are exactly the functions $w+cu$ with $c$ real, and exactly one of them has zero integral against $u$ over $[0,R]$.

```lean
import Mathlib

open Set MeasureTheory

namespace EnergyLinearisation

/-- The function `p` solves the radial equation `-p'' + (V - E) p = f` on `[0, R]`,
with one-sided derivatives at the endpoints. -/
def Solves (V : ℝ → ℝ) (E R : ℝ) (f p : ℝ → ℝ) : Prop :=
  ∃ q : ℝ → ℝ, ∀ x ∈ Icc 0 R, HasDerivWithinAt p (q x) (Icc 0 R) x ∧
    HasDerivWithinAt q ((V x - E) * p x - f x) (Icc 0 R) x

variable {V u w : ℝ → ℝ} {E R : ℝ}

/-- A solution of the radial equation is continuous on `[0, R]`. -/
theorem Solves.continuousOn {f p : ℝ → ℝ} (h : Solves V E R f p) :
    ContinuousOn p (Icc 0 R) := by
  obtain ⟨q, hq⟩ := h
  exact fun x hx => (hq x hx).1.continuousWithinAt

/-- Solutions of the radial equation superpose, and their sources superpose in the same way. -/
theorem Solves.superpose {f g p r : ℝ → ℝ} (hp : Solves V E R f p)
    (hr : Solves V E R g r) (c : ℝ) :
    Solves V E R (fun x => f x + c * g x) (fun x => p x + c * r x) := by
  obtain ⟨q, hq⟩ := hp
  obtain ⟨s, hs⟩ := hr
  refine ⟨fun x => q x + c * s x, fun x hx =>
    ⟨(hq x hx).1.add ((hs x hx).1.const_mul c), ?_⟩⟩
  have h : HasDerivWithinAt (fun x => q x + c * s x)
      (((V x - E) * p x - f x) + c * ((V x - E) * r x - g x)) (Icc 0 R) x :=
    (hq x hx).2.add ((hs x hx).2.const_mul c)
  have e : ((V x - E) * p x - f x) + c * ((V x - E) * r x - g x)
      = (V x - E) * (p x + c * r x) - (f x + c * g x) := by ring
  rw [e] at h
  exact h

/-- A solution of the homogeneous radial equation with zero value and zero slope at the
origin vanishes on `[0, R]`. -/
theorem eq_zero_of_initial {d : ℝ → ℝ} (hR : 0 < R) (hV : ContinuousOn V (Icc 0 R))
    (hd : Solves V E R (fun _ => 0) d) (h0 : d 0 = 0)
    (h1 : derivWithin d (Icc 0 R) 0 = 0) : ∀ x ∈ Icc 0 R, d x = 0 := by
  obtain ⟨q, hq⟩ := hd
  have hm : (0 : ℝ) ∈ Icc 0 R := ⟨le_rfl, hR.le⟩
  have hq0 : q 0 = 0 :=
    ((hq 0 hm).1.derivWithin (uniqueDiffOn_Icc hR 0 hm)).symm.trans h1
  have hc : ContinuousOn (fun x => 1 + (V x - E)) (Icc 0 R) :=
    continuousOn_const.add (hV.sub continuousOn_const)
  obtain ⟨C, hC⟩ := isCompact_Icc.exists_bound_of_continuousOn hc
  -- the damped quantity exp(-C x) (d² + d'²) cannot grow
  have hder : ∀ x ∈ Icc 0 R, HasDerivWithinAt
      (fun x => Real.exp (-C * x) * (d x * d x + q x * q x))
      (Real.exp (-C * x) * (2 * (1 + (V x - E)) * (d x * q x)
        - C * (d x * d x + q x * q x))) (Icc 0 R) x := by
    intro x hx
    obtain ⟨a, b⟩ := hq x hx
    have e : HasDerivWithinAt (fun x => Real.exp (-C * x))
        (Real.exp (-C * x) * (-C * 1)) (Icc 0 R) x :=
      (((hasDerivAt_id' x).const_mul (-C)).exp).hasDerivWithinAt
    have h := e.mul ((a.mul a).add (b.mul b))
    exact h.congr_deriv (by simp only [Pi.add_apply, Pi.mul_apply]; ring)
  have anti : AntitoneOn (fun x => Real.exp (-C * x) * (d x * d x + q x * q x))
      (Icc 0 R) := by
    apply antitoneOn_of_deriv_nonpos (convex_Icc 0 R)
      (fun x hx => (hder x hx).continuousWithinAt)
    · intro x hx
      rw [interior_Icc] at hx
      exact ((hder x (Ioo_subset_Icc_self hx)).hasDerivAt
        (Icc_mem_nhds hx.1 hx.2)).differentiableAt.differentiableWithinAt
    · intro x hx
      rw [interior_Icc] at hx
      rw [((hder x (Ioo_subset_Icc_self hx)).hasDerivAt (Icc_mem_nhds hx.1 hx.2)).deriv]
      have hb := hC x (Ioo_subset_Icc_self hx)
      rw [Real.norm_eq_abs, abs_le] at hb
      obtain ⟨hb1, hb2⟩ := hb
      have key : 2 * (1 + (V x - E)) * (d x * q x) - C * (d x * d x + q x * q x) ≤ 0 := by
        have k1 : 0 ≤ C + (1 + (V x - E)) := by linarith
        have k2 : 0 ≤ C - (1 + (V x - E)) := by linarith
        nlinarith [mul_nonneg k1 (sq_nonneg (d x - q x)),
          mul_nonneg k2 (sq_nonneg (d x + q x))]
      nlinarith [mul_nonneg (Real.exp_pos (-C * x)).le (neg_nonneg.mpr key)]
  intro x hx
  have h : Real.exp (-C * x) * (d x * d x + q x * q x)
      ≤ Real.exp (-C * 0) * (d 0 * d 0 + q 0 * q 0) := anti hm hx hx.1
  rw [h0, hq0] at h
  have h3 : d x * d x + q x * q x ≤ 0 := by
    by_contra hn
    nlinarith [mul_pos (Real.exp_pos (-C * x)) (not_le.mp hn)]
  exact mul_self_eq_zero.mp
    (le_antisymm (by nlinarith [mul_self_nonneg (q x)]) (mul_self_nonneg _))

/-- Every homogeneous solution that vanishes at the origin is a multiple of a given one
with nonzero slope there. -/
theorem regular_proportional {v : ℝ → ℝ} (hR : 0 < R) (hV : ContinuousOn V (Icc 0 R))
    (hu : Solves V E R (fun _ => 0) u) (hu0 : u 0 = 0)
    (hu1 : derivWithin u (Icc 0 R) 0 ≠ 0)
    (hv : Solves V E R (fun _ => 0) v) (hv0 : v 0 = 0) :
    ∃ c : ℝ, ∀ x ∈ Icc 0 R, v x = c * u x := by
  have hm : (0 : ℝ) ∈ Icc 0 R := ⟨le_rfl, hR.le⟩
  obtain ⟨c, hc⟩ : ∃ c : ℝ, c * derivWithin u (Icc 0 R) 0 = derivWithin v (Icc 0 R) 0 :=
    ⟨derivWithin v (Icc 0 R) 0 / derivWithin u (Icc 0 R) 0, by field_simp⟩
  have hsol := hv.superpose hu (-c)
  simp only [mul_zero, add_zero] at hsol
  obtain ⟨a, ha⟩ := hv
  obtain ⟨b, hb⟩ := hu
  have h : HasDerivWithinAt (fun x => v x + -c * u x)
      (derivWithin v (Icc 0 R) 0 + -c * derivWithin u (Icc 0 R) 0) (Icc 0 R) 0 :=
    (ha 0 hm).1.differentiableWithinAt.hasDerivWithinAt.add
      ((hb 0 hm).1.differentiableWithinAt.hasDerivWithinAt.const_mul (-c))
  have hz : derivWithin (fun x => v x + -c * u x) (Icc 0 R) 0 = 0 := by
    rw [h.derivWithin (uniqueDiffOn_Icc hR 0 hm)]
    linear_combination -hc
  refine ⟨c, fun x hx => ?_⟩
  have := eq_zero_of_initial hR hV hsol (by simp [hu0, hv0]) hz x hx
  linarith

/-- A continuous radial function with nonzero slope at the origin has positive
square integral over `[0, R]`. -/
theorem norm_pos (hR : 0 < R) (hu : ContinuousOn u (Icc 0 R))
    (hu1 : derivWithin u (Icc 0 R) 0 ≠ 0) : 0 < ∫ x in (0 : ℝ)..R, u x * u x := by
  have hm : (0 : ℝ) ∈ Icc 0 R := ⟨le_rfl, hR.le⟩
  apply intervalIntegral.integral_pos hR (hu.mul hu) (fun x _ => mul_self_nonneg (u x))
  by_contra hn
  have hz : ∀ x ∈ Icc 0 R, u x = 0 := fun x hx => by
    by_contra hx0
    exact hn ⟨x, hx, mul_self_pos.mpr hx0⟩
  exact hu1 (((hasDerivWithinAt_const (0 : ℝ) (Icc 0 R) (0 : ℝ)).congr hz
    (hz 0 hm)).derivWithin (uniqueDiffOn_Icc hR 0 hm))

/-- The combination `w + c u` has zero overlap with `u` exactly when `c` is minus the overlap
of `u` and `w` divided by the square integral of `u`. -/
theorem overlap_eq_zero_iff (hR : 0 < R) (hu : ContinuousOn u (Icc 0 R))
    (hu1 : derivWithin u (Icc 0 R) 0 ≠ 0) (hw : ContinuousOn w (Icc 0 R)) (c : ℝ) :
    ∫ x in (0 : ℝ)..R, u x * (w x + c * u x) = 0 ↔
      c = -(∫ x in (0 : ℝ)..R, u x * w x) / ∫ x in (0 : ℝ)..R, u x * u x := by
  have h1 : IntervalIntegrable (fun x => u x * w x) volume 0 R :=
    (hu.mul hw).intervalIntegrable_of_Icc hR.le
  have h2 : IntervalIntegrable (fun x => u x * u x) volume 0 R :=
    (hu.mul hu).intervalIntegrable_of_Icc hR.le
  have e : ∫ x in (0 : ℝ)..R, u x * (w x + c * u x)
      = (∫ x in (0 : ℝ)..R, u x * w x) + c * ∫ x in (0 : ℝ)..R, u x * u x := by
    calc _ = ∫ x in (0 : ℝ)..R, (u x * w x + c * (u x * u x)) := by
          congr 1; funext x; ring
      _ = _ := by
          rw [intervalIntegral.integral_add h1 (h2.const_mul c),
            intervalIntegral.integral_const_mul]
  rw [e, eq_div_iff (norm_pos hR hu hu1).ne']
  constructor <;> intro h <;> linarith

/-- The solutions of `-y'' + (V - E) y = u` with `y(0) = 0` are exactly the functions `w + c u`
on `[0, R]`, and exactly one real `c` gives zero overlap with `u`. -/
theorem energy_derivative_family (hR : 0 < R) (hV : ContinuousOn V (Icc 0 R))
    (hu : Solves V E R (fun _ => 0) u) (hu0 : u 0 = 0)
    (hu1 : derivWithin u (Icc 0 R) 0 ≠ 0) (hw : Solves V E R u w) (hw0 : w 0 = 0) :
    (∀ y : ℝ → ℝ, (Solves V E R u y ∧ y 0 = 0) ↔
      ∃ c : ℝ, ∀ x ∈ Icc 0 R, y x = w x + c * u x) ∧
    ∃! c : ℝ, ∫ x in (0 : ℝ)..R, u x * (w x + c * u x) = 0 := by
  refine ⟨fun y => ⟨?_, ?_⟩, ?_⟩
  · -- the difference of two solutions is homogeneous, hence a multiple of u
    rintro ⟨hy, hy0⟩
    have hd := hy.superpose hw (-1)
    have e : (fun x => u x + -1 * u x) = fun _ => (0 : ℝ) := by funext x; ring
    rw [e] at hd
    obtain ⟨c, hc⟩ := regular_proportional hR hV hu hu0 hu1 hd (by simp [hy0, hw0])
    exact ⟨c, fun x hx => by linarith [hc x hx]⟩
  · rintro ⟨c, hc⟩
    have hs := hw.superpose hu c
    simp only [mul_zero, add_zero] at hs
    obtain ⟨q, hq⟩ := hs
    refine ⟨⟨q, fun x hx => ⟨(hq x hx).1.congr hc (hc x hx), ?_⟩⟩, ?_⟩
    · rw [hc x hx]
      exact (hq x hx).2
    · rw [hc 0 ⟨le_rfl, hR.le⟩, hw0, hu0]
      ring
  · have key := overlap_eq_zero_iff hR hu.continuousOn hu1 hw.continuousOn
    exact ⟨_, (key _).mpr rfl, fun c hc => (key c).mp hc⟩

/-- The solution `w` orthogonal to `u` has a strictly smaller square integral than any other
solution `y` of the same equation that vanishes at the origin. -/
theorem orthogonal_has_least_norm {y : ℝ → ℝ} (hR : 0 < R) (hV : ContinuousOn V (Icc 0 R))
    (hu : Solves V E R (fun _ => 0) u) (hu0 : u 0 = 0)
    (hu1 : derivWithin u (Icc 0 R) 0 ≠ 0) (hw : Solves V E R u w) (hw0 : w 0 = 0)
    (horth : ∫ x in (0 : ℝ)..R, u x * w x = 0)
    (hy : Solves V E R u y) (hy0 : y 0 = 0) (hne : ∃ x ∈ Icc 0 R, y x ≠ w x) :
    ∫ x in (0 : ℝ)..R, w x * w x < ∫ x in (0 : ℝ)..R, y x * y x := by
  obtain ⟨c, hc⟩ := ((energy_derivative_family hR hV hu hu0 hu1 hw hw0).1 y).mp ⟨hy, hy0⟩
  have hc0 : c ≠ 0 := by
    rintro rfl
    obtain ⟨x, hx, hxy⟩ := hne
    exact hxy (by rw [hc x hx]; ring)
  have cu := hu.continuousOn
  have cw := hw.continuousOn
  have i1 : IntervalIntegrable (fun x => w x * w x) volume 0 R :=
    (cw.mul cw).intervalIntegrable_of_Icc hR.le
  have i2 : IntervalIntegrable (fun x => u x * w x) volume 0 R :=
    (cu.mul cw).intervalIntegrable_of_Icc hR.le
  have i3 : IntervalIntegrable (fun x => u x * u x) volume 0 R :=
    (cu.mul cu).intervalIntegrable_of_Icc hR.le
  -- Pythagoras: the cross term drops out
  have e : ∫ x in (0 : ℝ)..R, y x * y x
      = ∫ x in (0 : ℝ)..R, ((w x * w x + 2 * c * (u x * w x)) + c ^ 2 * (u x * u x)) := by
    apply intervalIntegral.integral_congr
    intro x hx
    rw [uIcc_of_le hR.le] at hx
    simp only [hc x hx]
    ring
  rw [e, intervalIntegral.integral_add (i1.add (i2.const_mul (2 * c))) (i3.const_mul (c ^ 2)),
    intervalIntegral.integral_add i1 (i2.const_mul (2 * c)),
    intervalIntegral.integral_const_mul, intervalIntegral.integral_const_mul, horth]
  have hp : 0 < c ^ 2 * ∫ x in (0 : ℝ)..R, u x * u x :=
    mul_pos (by positivity) (norm_pos hR cu hu1)
  linarith

/-- For zero potential and `E = k²`, the functions `u = sin(kx)` and `w = x cos(kx) / (2k)` satisfy
the homogeneous and the sourced equation and vanish at the origin, where `u` has nonzero slope. -/
theorem free_wave_witness {k : ℝ} (hk : k ≠ 0) (hR : 0 < R) :
    Solves (fun _ => 0) (k ^ 2) R (fun _ => 0) (fun x => Real.sin (k * x)) ∧
    Real.sin (k * 0) = 0 ∧
    derivWithin (fun x => Real.sin (k * x)) (Icc 0 R) 0 ≠ 0 ∧
    Solves (fun _ => 0) (k ^ 2) R (fun x => Real.sin (k * x))
      (fun x => x * Real.cos (k * x) / (2 * k)) ∧
    0 * Real.cos (k * 0) / (2 * k) = 0 := by
  have hs : ∀ x : ℝ, HasDerivAt (fun x => Real.sin (k * x)) (Real.cos (k * x) * (k * 1)) x :=
    fun x => ((hasDerivAt_id' x).const_mul k).sin
  have hc : ∀ x : ℝ, HasDerivAt (fun x => Real.cos (k * x)) (-Real.sin (k * x) * (k * 1)) x :=
    fun x => ((hasDerivAt_id' x).const_mul k).cos
  refine ⟨⟨fun x => Real.cos (k * x) * (k * 1), fun x _ => ⟨(hs x).hasDerivWithinAt, ?_⟩⟩,
    by simp, ?_, ⟨fun x => (1 * Real.cos (k * x) + x * (-Real.sin (k * x) * (k * 1))) / (2 * k),
    fun x _ => ⟨?_, ?_⟩⟩, by simp⟩
  · have h := ((hc x).mul_const (k * 1)).hasDerivWithinAt (s := Icc 0 R)
    exact h.congr_deriv (by ring)
  · rw [(hs 0).hasDerivWithinAt.derivWithin (uniqueDiffOn_Icc hR 0 ⟨le_rfl, hR.le⟩)]
    simpa using hk
  · exact (((hasDerivAt_id' x).mul (hc x)).div_const (2 * k)).hasDerivWithinAt
  · have h : HasDerivAt
        (fun x => (1 * Real.cos (k * x) + x * (-Real.sin (k * x) * (k * 1))) / (2 * k))
        ((1 * (-Real.sin (k * x) * (k * 1)) + (1 * (-Real.sin (k * x) * (k * 1))
          + x * (-(Real.cos (k * x) * (k * 1)) * (k * 1)))) / (2 * k)) x :=
      (((hc x).const_mul 1).add
        ((hasDerivAt_id' x).mul ((hs x).neg.mul_const (k * 1)))).div_const (2 * k)
    refine h.hasDerivWithinAt.congr_deriv ?_
    field_simp
    try ring

end EnergyLinearisation
```

```lean
#print axioms EnergyLinearisation.energy_derivative_family
#print axioms EnergyLinearisation.orthogonal_has_least_norm
```

```
'EnergyLinearisation.energy_derivative_family' depends on axioms: [propext, Classical.choice, Quot.sound]
'EnergyLinearisation.orthogonal_has_least_norm' depends on axioms: [propext, Classical.choice, Quot.sound]
```

## The equation and its solutions in Lean

`Solves V E R f p` says that $p$ satisfies $-p''+(V-E)p=f$ on $[0,R]$. It does so through a slope function $q$ with $p'=q$ and $q'=(V-E)p-f$, where the derivatives are taken within the interval and are therefore one-sided at its ends. The homogeneous equation has the source `fun _ => 0`, and the equation for $w$ has the source `u`. The slope $u'(0)$ is written `derivWithin u (Icc 0 R) 0`.

The main theorem, `energy_derivative_family`, has two parts. The first says, for every real function $y$, that $y$ solves the sourced equation with $y(0)=0$ if and only if some real $c$ gives $y(x)=w(x)+cu(x)$ at all $x$ in $[0,R]$. Values outside the interval play no role. The second part, with `∃!`, says that one and only one $c$ makes $\int_0^R u\,(w+cu)\,dx$ vanish.

The existence of one solution $w$ is a hypothesis, `hw`, and is not derived. The energy $E$ is a fixed number throughout, and no derivative with respect to it appears in the Lean statements.

## Where the source term comes from

Take a family of regular solutions $u(x,E)$, regular meaning $u(0,E)=0$, that depends smoothly on energy, with $V$ independent of $E$. Differentiating $-u''+(V-E)u=0$ with respect to $E$, and writing $\dot u=\partial u/\partial E$, gives

$$-\dot u''+(V-E)\dot u=u .$$

This is the equation for $w$. The free constant reflects the normalisation: replacing $u$ by $N(E)u$, with $N=1$ at the energy of interest, changes $\dot u$ to $\dot u+\dot N u$. If $\int_0^R u^2dx=1$ is kept at every energy, differentiation gives $\int_0^R u\dot u\,dx=0$, which is the orthogonality condition.

Here $x$ is the radial distance $r$, $R$ is the radius of the sphere, and $u$ is $r$ times the radial wavefunction, in units with $\hbar^2/2m=1$. The equation is non-relativistic, and continuity of $V$ at the origin restricts the theorem to an $s$ channel with a finite potential: a nuclear Coulomb potential, proportional to $-1/r$, or a centrifugal term $\ell(\ell+1)/r^2$ for angular momentum $\ell\ge1$ is not covered. Within that restriction, the result describes the freedom in the second radial function of linearised augmented-wave methods.

## The orthogonalisation in a calculation

A radial solver can integrate the homogeneous equation outward to get $u$, then integrate the sourced equation outward from $w(0)=0$ with any convenient starting slope. Different slopes give different members of the family. The projection

$$w\;\leftarrow\;w-\frac{\int_0^R u\,w\,dx}{\int_0^R u^2\,dx}\,u$$

removes the dependence on that choice. If $u$ is normalised and $w$ is divided by the same factor, the coefficient is simply $-\int_0^R uw\,dx$. The overlap matrix of the two radial functions is then diagonal.

The free wave provides a check. For $V=0$ and $E=k^2$ with $k\neq0$, `free_wave_witness` confirms that $u=\sin kx$ and $w=x\cos(kx)/(2k)$ meet the hypotheses. Indeed $w''=-\sin kx-k^2w$, so $-w''-k^2w=u$. For $k=\pi/R$ the two integrals are $\int_0^R uw\,dx=-R/(8k^2)$ and $\int_0^R u^2dx=R/2$, so the projection should add $\sin(kx)/(4k^2)$ to $w$.

## Zero value and zero slope force the zero solution

Let $d$ solve the homogeneous equation with $d(0)=d'(0)=0$. Write $q=d'$, $g=1+V-E$ and $F=d^2+q^2$. Then

$$F'=2dq+2q(V-E)d=2g\,dq .$$

Since $g$ is continuous on a closed interval, $|g|\le C$ for some $C$. Adding the non-negative quantities $(C+g)(d-q)^2$ and $(C-g)(d+q)^2$ gives $2C(d^2+q^2)-4g\,dq\ge0$, that is, $F'\le CF$. Hence

$$\left(e^{-Cx}F\right)'=e^{-Cx}(F'-CF)\le0 .$$

The function $e^{-Cx}F$ starts at zero, does not increase and is never negative, so $F=0$ and $d=0$ on $[0,R]$.

This is `eq_zero_of_initial`. Compactness supplies `C`, `hder` computes the derivative, and `nlinarith` receives the two non-negative products to prove `key`. The lemma `antitoneOn_of_deriv_nonpos` turns the sign of the derivative into monotonicity.

## Why the solutions form a one-parameter family

If $v$ is another homogeneous solution with $v(0)=0$, set $c=v'(0)/u'(0)$. The difference $v-cu$ has zero value and zero slope at the origin, so it vanishes and $v=cu$. This is `regular_proportional`.

Now let $y$ solve the sourced equation with $y(0)=0$. Subtracting the equation for $w$ cancels the source:

$$-(y-w)''+(V-E)(y-w)=u-u=0 .$$

As $y-w$ vanishes at the origin, $y-w=cu$. Conversely, $w+cu$ has source $u+c\cdot0=u$ and vanishes at the origin.

In Lean both directions use `Solves.superpose`, which adds solutions together with their sources: first with the factor `-1`, then with `c`. In the converse, `congr` carries the derivatives over to any `y` that agrees with the combination on the interval.

## Why exactly one overlap vanishes

The integral $\int_0^R u^2dx$ is positive. Otherwise the continuous function $u$ would vanish on the whole interval and its slope at the origin would be zero; this is the argument of `norm_pos`. By linearity,

$$\int_0^R u(w+cu)\,dx=\int_0^R uw\,dx+c\int_0^R u^2dx ,$$

which is zero exactly for

$$c=-\frac{\int_0^R uw\,dx}{\int_0^R u^2dx}.$$

`overlap_eq_zero_iff` proves this equivalence by splitting the integral and dividing by the positive coefficient. The main theorem reads existence from one direction and uniqueness from the other.

The selected solution also has the smallest square integral in the family. If $w$ is already orthogonal to $u$ and $y=w+cu$ differs from it somewhere on $[0,R]$, then $c\neq0$ and

$$\int_0^R y^2dx=\int_0^R w^2dx+c^2\int_0^R u^2dx>\int_0^R w^2dx .$$

`orthogonal_has_least_norm` follows this computation, with `horth` removing the cross term.

## What fails when the slope of u is zero

If $u(0)=u'(0)=0$, the uniqueness lemma leaves only $u=0$, which is not a physical wavefunction, so the hypothesis excludes just this degenerate case. To see the failure, take $V=0$, $E=0$ and $u=w=0$. Every hypothesis holds except $u'(0)\neq0$. The function $y=x$ satisfies $-y''=0=u$ and $y(0)=0$, but it is not of the form $w+cu=0$. Moreover, every real $c$ gives zero overlap, so uniqueness fails as well.
